# The long-imaginary-time limit of a Slater determinant's projected norm, for non-interacting fermions with a gap

## Levels, trial orbitals and the amplitude

Consider $N$ non-interacting fermions on $M$ one-particle levels with real energies $e_0\le e_1\le\dots\le e_{M-1}$, where $1\le N<M$. Let $D$ be the diagonal matrix of these energies. A trial Slater determinant is given by a complex $M\times N$ matrix $A$: column $i$ holds the coefficients of orbital $i$ in the eigenbasis of $D$. The columns need not be orthonormal. With $\hbar=1$ and imaginary time $t$, define

$$G(t)=\det\!\left(A^{\dagger}e^{-tD}A\right),\qquad E_0=\sum_{i=0}^{N-1}e_i .$$

The question is what remains of the trial state at large $t$. If $e_{N-1}<e_N$, then

$$e^{tE_0}G(t)\;\longrightarrow\;|\det A_{\rm occ}|^2\qquad(t\to\infty),$$

where $A_{\rm occ}$ consists of the first $N$ rows of $A$. The strict inequality says that the $N$-fermion ground state is non-degenerate, as in a closed-shell system. For linearly independent columns, dividing by $G(0)=\det(A^\dagger A)$ gives the normalised limit $|\det A_{\rm occ}|^2/\det(A^\dagger A)$, the weight of the ground state in the trial state.

Projector methods in electronic structure filter a trial state in this way; the result here concerns finitely many levels and no interaction. Let $H$ be the many-body Hamiltonian of these non-interacting fermions and $|\Phi_A\rangle$ the Slater determinant of the trial orbitals, with $\langle\Phi_A|\Phi_A\rangle=\det(A^\dagger A)$. Then $G(t)=\langle\Phi_A|e^{-tH}|\Phi_A\rangle$. This standard identity is not proved here: the code works with determinants and builds no Fock space.

In Lean, `m` is the type of levels and `n` the type of electrons.

```lean
import Mathlib

open Matrix Filter Topology

namespace ImaginaryTimeProjection

noncomputable section

variable {m n : Type*} [Fintype n]
```

## Exciting an electron across the gap costs energy

The general argument needs no ordering of the levels. An injective map $o$ lists the occupied levels, and a number $\mu$ separates them from the others: $e_{o(i)}\le\mu$ for every electron $i$, and $e_k>\mu$ for every unlisted level $k$. Let $f$ be another injective assignment of electrons to levels that uses at least one unlisted level. Write $S$ and $T$ for the sets of levels used by $o$ and $f$. Then

$$\sum_{k\in T}(e_k-\mu)\;>\;\sum_{k\in S\cap T}(e_k-\mu)\;\ge\;\sum_{k\in S}(e_k-\mu).$$

The first step removes levels above $\mu$, at least one of them. The second adds levels at or below $\mu$. Both $S$ and $T$ have $N$ elements, so $\mu$ cancels and $\sum_j e_{f(j)}>\sum_j e_{o(j)}$.

```lean
/-- Let the distinct levels listed by `o` lie at or below `μ` and all other levels above `μ`. As
many electrons as there are listed levels, placed in distinct levels with at least one of them
outside the list, have a total energy strictly above the sum of the listed levels. -/
theorem energy_gap {e : m → ℝ} {o f : n → m} {μ : ℝ} (ho : Function.Injective o)
    (hocc : ∀ i, e (o i) ≤ μ) (hvir : ∀ k, k ∉ Set.range o → μ < e k)
    (hf : Function.Injective f) {i : n} (hi : f i ∉ Set.range o) :
    ∑ j, e (o j) < ∑ j, e (f j) := by
  classical
  let S := Finset.univ.image o
  let T := Finset.univ.image f
  have hS : ∑ k ∈ S, (e k - μ) = ∑ j, (e (o j) - μ) := Finset.sum_image ho.injOn
  have hT : ∑ k ∈ T, (e k - μ) = ∑ j, (e (f j) - μ) := Finset.sum_image hf.injOn
  have hmem : ∀ k, k ∉ S → k ∉ Set.range o := by
    rintro k hk ⟨j, rfl⟩
    exact hk (Finset.mem_image_of_mem o (Finset.mem_univ j))
  have hiS : f i ∉ S := by
    intro h
    obtain ⟨j, _, hj⟩ := Finset.mem_image.mp h
    exact hi ⟨j, hj⟩
  -- emptying occupied levels cannot lower the energy measured from `μ`
  have h1 : ∑ k ∈ S ∩ T, -(e k - μ) ≤ ∑ k ∈ S, -(e k - μ) := by
    refine Finset.sum_le_sum_of_subset_of_nonneg Finset.inter_subset_left ?_
    intro k hk _
    obtain ⟨j, _, rfl⟩ := Finset.mem_image.mp hk
    linarith [hocc j]
  -- filling levels above `μ` raises it
  have h2 : ∑ k ∈ S ∩ T, (e k - μ) < ∑ k ∈ T, (e k - μ) := by
    refine Finset.sum_lt_sum_of_subset Finset.inter_subset_right
      (Finset.mem_image_of_mem f (Finset.mem_univ i))
      (fun h => hiS (Finset.mem_inter.mp h).1) (sub_pos.mpr (hvir _ hi)) ?_
    intro k hk hk'
    have hkS : k ∉ S := fun h => hk' (Finset.mem_inter.mpr ⟨h, hk⟩)
    exact (sub_pos.mpr (hvir k (hmem k hkS))).le
  simp only [Finset.sum_neg_distrib] at h1
  rw [hT] at h2
  rw [hS] at h1
  simp only [Finset.sum_sub_distrib] at h1 h2
  linarith
```

Here `h2` is the first inequality and `h1` the second with its signs reversed. The final `linarith` combines them once the constant terms have been separated.

## The propagator and its determinant

The one-particle propagator is the matrix exponential $e^{-tD}$, defined as such and not by its diagonal entries.

```lean
variable [Fintype m] [DecidableEq m] [DecidableEq n]

/-- The one-particle imaginary-time propagator `exp(-tD)` for levels `e`. -/
def propagator (e : m → ℝ) (t : ℝ) : Matrix m m ℂ :=
  NormedSpace.exp ((-t) • diagonal fun k => (e k : ℂ))
```

The amplitude $G(t)$ is called `projectedNorm`. In the usual terminology it is a squared norm, that of the trial state propagated for time $t/2$. Its Lean type is complex, so real limits appear below as real numbers cast into `ℂ`.

```lean
/-- The determinant `det(Aᴴ exp(-tD) A)` for trial orbitals given by the columns of `A`. -/
def projectedNorm (e : m → ℝ) (A : Matrix m n ℂ) (t : ℝ) : ℂ :=
  (Aᴴ * propagator e t * A).det
```

A power of a diagonal matrix is again diagonal, with the powers of the diagonal entries, so the exponential series can be summed separately for each level:

$$\left(e^{-tD}\right)_{kl}=\delta_{kl}\,e^{-te_k}.$$

```lean
/-- The propagator is diagonal, with the factor `exp(-t e_k)` on level `k`. -/
theorem propagator_eq (e : m → ℝ) (t : ℝ) :
    propagator e t = diagonal fun k => ((Real.exp (-(t * e k)) : ℝ) : ℂ) := by
  unfold propagator
  rw [← Matrix.diagonal_smul, Matrix.exp_diagonal]
  congr 1
  funext k
  -- evaluation at one level is a continuous ring homomorphism
  refine (NormedSpace.map_exp (Pi.evalRingHom (fun _ : m => ℂ) k) (continuous_apply k)
    ((-t) • fun k => (e k : ℂ))).trans ?_
  rw [← Complex.exp_eq_exp_ℂ]
  simp [Complex.ofReal_exp]
```

`Matrix.exp_diagonal` reduces the matrix exponential to that of a function on the levels, and `NormedSpace.map_exp` evaluates this at one level.

## Expanding over assignments of electrons to levels

Let $W$ be diagonal with entries $w_k$. Row $i$ of $A^\dagger WA$ is a combination of rows of $A$:

$$(A^\dagger WA)_{ij}=\sum_k w_k\,\overline{A_{ki}}\,A_{kj}.$$

The determinant is linear in each row. Choosing one level $f(i)$ from the sum in each row $i$ gives

$$\det(A^\dagger WA)=\sum_f\Big(\prod_i w_{f(i)}\Big)\Big(\prod_i\overline{A_{f(i)\,i}}\Big)\det\big(A_{f(i)\,j}\big)_{ij},$$

where $f$ runs over all maps from electrons to levels. Grouping the injective $f$ by the set of levels they use would give the Cauchy–Binet form; the ungrouped sum is enough here.

```lean
/-- For level weights `w`, the determinant `det(Aᴴ W A)` is a sum over all assignments `f` of
electrons to levels, each weighted by the product of the weights of the levels used. -/
theorem det_expansion (A : Matrix m n ℂ) (w : m → ℂ) :
    (Aᴴ * diagonal w * A).det =
      ∑ f : n → m, (∏ i, w (f i)) * ((∏ i, star (A (f i) i)) * (A.submatrix f id).det) := by
  have h : Aᴴ * diagonal w * A =
      Matrix.of (fun i => ∑ k, (w k * star (A k i)) • A k) := by
    ext i j
    rw [Matrix.mul_apply]
    simp [Matrix.mul_diagonal, Finset.sum_apply, mul_comm]
  rw [h]
  -- the determinant is linear in every row
  refine (MultilinearMap.map_sum
    (Matrix.detRowAlternating (n := n) (R := ℂ)).toMultilinearMap
    (fun i k => (w k * star (A k i)) • A k)).trans ?_
  refine Finset.sum_congr rfl fun f _ => ?_
  refine (MultilinearMap.map_smul_univ _ (fun i => w (f i) * star (A (f i) i))
    (fun i => A (f i))).trans ?_
  rw [Finset.prod_mul_distrib, smul_eq_mul, mul_assoc]
  rfl
```

`MultilinearMap.map_sum` expands the rows, and `MultilinearMap.map_smul_univ` takes out the scalar factors. The matrix `A.submatrix f id` has row $f(i)$ of $A$ as its row $i$.

## Projecting onto the occupied levels

Now let $w_k=1$ on the levels listed by $o$ and $0$ elsewhere, so that $W$ is the projector $P$ onto the occupied levels. Let $A_o$ be the matrix of the listed rows. The unlisted levels drop out of the matrix product, so

$$\det(A^\dagger PA)=\det(A_o^\dagger A_o)=\overline{\det A_o}\,\det A_o=|\det A_o|^2 .$$

```lean
/-- With weight one on the distinct levels listed by `o` and zero elsewhere, `det(Aᴴ W A)` is
the squared modulus of the determinant of the listed rows of `A`. -/
theorem det_occupied (A : Matrix m n ℂ) {o : n → m} (ho : Function.Injective o) :
    (Aᴴ * diagonal (fun k => if k ∈ Finset.univ.image o then (1 : ℂ) else 0) * A).det =
      ((‖(A.submatrix o id).det‖ ^ 2 : ℝ) : ℂ) := by
  have h : Aᴴ * diagonal (fun k => if k ∈ Finset.univ.image o then (1 : ℂ) else 0) * A =
      (A.submatrix o id)ᴴ * A.submatrix o id := by
    ext a b
    rw [Matrix.mul_apply, Matrix.mul_apply]
    simp only [Matrix.mul_diagonal, conjTranspose_apply, submatrix_apply, id_eq, mul_ite,
      ite_mul, mul_one, mul_zero, zero_mul]
    rw [Finset.sum_ite_mem, Finset.univ_inter, Finset.sum_image ho.injOn]
  rw [h, det_mul, det_conjTranspose, Complex.ofReal_pow]
  exact Complex.conj_mul' _
```

## Only the ground configuration survives

Put $E_f=\sum_i e_{f(i)}$ and $E_0=\sum_i e_{o(i)}$. In the expansion of $e^{tE_0}G(t)$, the assignment $f$ carries the weight

$$e^{tE_0}\prod_i e^{-te_{f(i)}}=e^{-t(E_f-E_0)} .$$

There are three cases.

- If $f$ is not injective, two rows of its determinant are equal and the term is zero. This is the Pauli principle.
- If $f$ is injective and uses only listed levels, it permutes them. Then $E_f=E_0$ and the weight is $1$ at all times.
- If $f$ is injective and uses an unlisted level, then $E_f>E_0$ and the weight tends to $0$.

In the last two cases the limiting weight is $\prod_i w_{f(i)}$ with the projector weights above. The sum over $f$ is finite, so the limit may be taken term by term, and the result is the expansion of $\det(A^\dagger PA)=|\det A_o|^2$.

```lean
/-- Let the distinct levels listed by `o` lie at or below `μ` and all others above `μ`. Then
`exp(t E0) det(Aᴴ exp(-tD) A)`, with `E0` the sum of the listed levels, tends to the squared
modulus of the determinant of the listed rows of `A`. -/
theorem tendsto_projectedNorm (e : m → ℝ) (A : Matrix m n ℂ) {o : n → m} {μ : ℝ}
    (ho : Function.Injective o) (hocc : ∀ i, e (o i) ≤ μ)
    (hvir : ∀ k, k ∉ Set.range o → μ < e k) :
    Tendsto (fun t : ℝ => ((Real.exp (t * ∑ i, e (o i)) : ℝ) : ℂ) * projectedNorm e A t)
      atTop (𝓝 ((‖(A.submatrix o id).det‖ ^ 2 : ℝ) : ℂ)) := by
  rw [← det_occupied A ho, det_expansion]
  simp only [projectedNorm, propagator_eq, det_expansion, Finset.mul_sum (s := Finset.univ (α := n → m))]
  refine tendsto_finsetSum _ fun f _ => ?_
  by_cases hf : Function.Injective f
  swap
  · -- two electrons in one level: the determinant vanishes
    obtain ⟨i, j, hij, hne⟩ := Function.not_injective_iff.mp hf
    have h0 : (A.submatrix f id).det = 0 :=
      Matrix.det_zero_of_row_eq hne (by funext a; simp [submatrix_apply, hij])
    simp only [h0, mul_zero]
    exact tendsto_const_nhds
  have key : ∀ t : ℝ, ((Real.exp (t * ∑ i, e (o i)) : ℝ) : ℂ) *
      ∏ i, ((Real.exp (-(t * e (f i))) : ℝ) : ℂ) =
      ((Real.exp (-(t * (∑ i, e (f i) - ∑ i, e (o i)))) : ℝ) : ℂ) := by
    intro t
    rw [← Complex.ofReal_prod, ← Complex.ofReal_mul, ← Real.exp_sum, ← Real.exp_add]
    congr 2
    rw [Finset.sum_neg_distrib, ← Finset.mul_sum]
    ring
  have hw : Tendsto (fun t : ℝ => ((Real.exp (t * ∑ i, e (o i)) : ℝ) : ℂ) *
      ∏ i, ((Real.exp (-(t * e (f i))) : ℝ) : ℂ)) atTop
      (𝓝 (∏ i, if f i ∈ Finset.univ.image o then (1 : ℂ) else 0)) := by
    simp only [key]
    by_cases hall : ∀ i, f i ∈ Finset.univ.image o
    · -- a permutation of the occupied levels keeps weight one
      have himg : Finset.univ.image f = Finset.univ.image o := by
        refine Finset.eq_of_subset_of_card_le ?_ ?_
        · intro k hk
          obtain ⟨i, _, rfl⟩ := Finset.mem_image.mp hk
          exact hall i
        · rw [Finset.card_image_of_injective _ ho, Finset.card_image_of_injective _ hf]
      have hE : ∑ i, e (f i) = ∑ i, e (o i) := by
        rw [← Finset.sum_image (f := e) hf.injOn, himg, Finset.sum_image ho.injOn]
      rw [Finset.prod_eq_one fun i _ => if_pos (hall i)]
      simp only [hE, sub_self, mul_zero, neg_zero, Real.exp_zero, Complex.ofReal_one]
      exact tendsto_const_nhds
    · -- an excited configuration decays
      obtain ⟨i, hi⟩ := not_forall.mp hall
      have hi' : f i ∉ Set.range o := by
        rintro ⟨j, hj⟩
        exact hi (Finset.mem_image.mpr ⟨j, Finset.mem_univ j, hj⟩)
      have hδ := sub_pos.mpr (energy_gap ho hocc hvir hf hi')
      rw [Finset.prod_eq_zero (Finset.mem_univ i) (if_neg hi), ← Complex.ofReal_zero]
      exact (Complex.continuous_ofReal.tendsto 0).comp
        (Real.tendsto_exp_neg_atTop_nhds_zero.comp (tendsto_id.atTop_mul_const hδ))
  exact (hw.mul_const _).congr fun t => mul_assoc _ _ _
```

`Tendsto … atTop (𝓝 …)` states the limit $t\to\infty$. The proof first rewrites the target with `det_occupied` and `det_expansion`, so that both sides are sums over the same $f$. The identity `key` combines the exponentials, and `hw` gives the limiting weight, using `energy_gap` for the excited configurations.

For ordered levels, take $o(i)=i$ for $i=0,\dots,N-1$ and $\mu=e_{N-1}$. Ordering puts the first $N$ levels at or below $\mu$, and with the gap it puts every later level above $\mu$. In the next theorem `n` is a natural number, no longer a type, and $N=n+1$. The gap condition therefore reads $e_n<e_{n+1}$, and `Fin.castLE h.le` is the inclusion of the first $N$ indices among all $M$.

```lean
/-- For ordered levels with a gap above the lowest `n + 1`, whose sum is `E0`, the quantity
`exp(t E0) det(Aᴴ exp(-tD) A)` tends to the squared modulus of the determinant of the first
`n + 1` rows of `A`. -/
theorem imaginary_time_projection {M n : ℕ} (h : n + 1 < M) (e : Fin M → ℝ)
    (he : Monotone e) (gap : e ⟨n, by omega⟩ < e ⟨n + 1, h⟩)
    (A : Matrix (Fin M) (Fin (n + 1)) ℂ) :
    Tendsto (fun t : ℝ => ((Real.exp (t * ∑ i, e (Fin.castLE h.le i)) : ℝ) : ℂ) *
      projectedNorm e A t) atTop
      (𝓝 ((‖(A.submatrix (Fin.castLE h.le) id).det‖ ^ 2 : ℝ) : ℂ)) :=
  tendsto_projectedNorm e A (μ := e ⟨n, by omega⟩) (Fin.castLE_injective h.le)
    (fun i => he (Fin.le_def.mpr (Nat.le_of_lt_succ i.2)))
    (fun k hk => gap.trans_le (he (Fin.le_def.mpr
      (not_lt.mp fun hlt => hk ⟨⟨k.1, hlt⟩, rfl⟩))))
```

## Reading off the ground-state energy

Suppose that $\det A_o\ne0$, so the trial state overlaps the ground state. For any real time step $\tau$,

$$\frac{G(t+\tau)}{G(t)}=e^{-\tau E_0}\,\frac{e^{(t+\tau)E_0}G(t+\tau)}{e^{tE_0}G(t)}\;\longrightarrow\;e^{-\tau E_0},$$

because numerator and denominator of the last fraction have the same nonzero limit. For $\tau\ne0$ the limiting ratio thus determines the total energy $E_0$ of the non-interacting ground state, whatever the size of the nonzero overlap.

```lean
/-- Let the distinct levels listed by `o` lie at or below `μ` and all others above `μ`, and let `E0`
be the sum of the listed levels. If the determinant of the listed rows of `A` is nonzero, the ratio
of `det(Aᴴ exp(-tD) A)` at times `t + τ` and `t` tends to `exp(-τ E0)` as `t → ∞`. -/
theorem tendsto_energy_ratio (e : m → ℝ) (A : Matrix m n ℂ) {o : n → m} {μ : ℝ}
    (ho : Function.Injective o) (hocc : ∀ i, e (o i) ≤ μ)
    (hvir : ∀ k, k ∉ Set.range o → μ < e k) (hA : (A.submatrix o id).det ≠ 0) (τ : ℝ) :
    Tendsto (fun t : ℝ => projectedNorm e A (t + τ) / projectedNorm e A t) atTop
      (𝓝 ((Real.exp (-(τ * ∑ i, e (o i))) : ℝ) : ℂ)) := by
  have H := tendsto_projectedNorm e A ho hocc hvir
  have hL : ((‖(A.submatrix o id).det‖ ^ 2 : ℝ) : ℂ) ≠ 0 :=
    Complex.ofReal_ne_zero.mpr (pow_ne_zero 2 (norm_ne_zero_iff.mpr hA))
  have h1 := H.comp (tendsto_atTop_add_const_right atTop τ tendsto_id)
  have h2 := (h1.div H hL).const_mul ((Real.exp (-(τ * ∑ i, e (o i))) : ℝ) : ℂ)
  rw [div_self hL, mul_one] at h2
  refine h2.congr fun t => ?_
  -- the exponential prefactors cancel up to one time step
  have hx : ((Real.exp (-(τ * ∑ i, e (o i))) : ℝ) : ℂ) *
      ((Real.exp ((t + τ) * ∑ i, e (o i)) : ℝ) : ℂ) =
      ((Real.exp (t * ∑ i, e (o i)) : ℝ) : ℂ) := by
    rw [← Complex.ofReal_mul, ← Real.exp_add]
    congr 2
    ring
  have hY : ((Real.exp (t * ∑ i, e (o i)) : ℝ) : ℂ) ≠ 0 :=
    Complex.ofReal_ne_zero.mpr (Real.exp_ne_zero _)
  change ((Real.exp (-(τ * ∑ i, e (o i))) : ℝ) : ℂ) *
    (((Real.exp ((t + τ) * ∑ i, e (o i)) : ℝ) : ℂ) * projectedNorm e A (t + τ) /
      (((Real.exp (t * ∑ i, e (o i)) : ℝ) : ℂ) * projectedNorm e A t)) = _
  rw [← mul_div_assoc, ← mul_assoc, hx, mul_div_mul_left _ _ hY]
```

`h1` is the earlier limit shifted by $\tau$, `h2` divides the two limits, and `hx` cancels the exponential prefactors.

## Without a gap the limit can change

Take one electron, two levels at energy zero and the trial orbital $(1,1)^T$. Then $E_0=0$, and for all $t$

$$e^{tE_0}G(t)=1+1=2,\qquad |\det A_{\rm occ}|^2=|A_{00}|^2=1 .$$

For the normalised orbital $(1,1)^T/\sqrt2$ the two values are $1$ and $1/2$. Propagation cannot separate two levels of equal energy, so both stay in the amplitude. The limit formula therefore fails if $e_{N-1}<e_N$ is weakened to $e_{N-1}\le e_N$.

```lean
/-- For one electron, two levels at energy zero and the trial orbital `(1, 1)`, the projected
norm is `2` at all times, while the squared modulus of the first coefficient is `1`. -/
theorem degenerate_levels (t : ℝ) :
    projectedNorm (fun _ : Fin 2 => 0) (!![1; 1] : Matrix (Fin 2) (Fin 1) ℂ) t = 2 ∧
      ‖((!![1; 1] : Matrix (Fin 2) (Fin 1) ℂ).submatrix (fun _ : Fin 1 => 0) id).det‖ ^ 2
        = 1 := by
  constructor
  · rw [projectedNorm, propagator_eq, Matrix.det_fin_one, Matrix.mul_apply]
    norm_num [Matrix.mul_diagonal, Fin.sum_univ_two]
  · simp

end

end ImaginaryTimeProjection
```

```lean
#print axioms ImaginaryTimeProjection.imaginary_time_projection
#print axioms ImaginaryTimeProjection.tendsto_energy_ratio
#print axioms ImaginaryTimeProjection.degenerate_levels
```

```
'ImaginaryTimeProjection.imaginary_time_projection' depends on axioms: [propext, Classical.choice, Quot.sound]
'ImaginaryTimeProjection.tendsto_energy_ratio' depends on axioms: [propext, Classical.choice, Quot.sound]
'ImaginaryTimeProjection.degenerate_levels' depends on axioms: [propext, Classical.choice, Quot.sound]
```
